# Centrifugal suppression of core-potential errors for orbitals \(r^{l+1}g(r)\) with nonnegative, nondecreasing \(g\)

Take an s orbital whose reduced radial function, \(r\) times the radial factor of the orbital, is \(u(r)=ar\) out to a radius \(R\), and let the potential be wrong by a constant \(w\ge 0\) inside a smaller radius \(c\). The error weighted by the radial density is

\[
\int_0^c w\,a^2r^2\,dr=\frac{w\,a^2c^3}{3}=w\,R\,u(R)^2\,\frac{(c/R)^3}{3}.
\]

For a p orbital \(u(r)=ar^2\), the same integral is \(w\,R\,u(R)^2\,(c/R)^5/5\). With \(c=R/2\) and the same value of \(u(R)\), the numerical factor falls from \(1/24\) to \(1/160\). The potential error is unchanged, but the p orbital has less density where the error sits.

## The bound for one angular-momentum channel

Let \(l=0,1,2,\dots\) be the angular momentum and write the radial orbital as \(u(r)=r^{l+1}g(r)\). On \((0,R]\), let \(g\) be continuous, nonnegative and nondecreasing. Let \(W\) be the difference between two core potentials, continuous on \((0,R]\) with \(|W(r)|\le w\) there. Then, for \(0<c\le R\),

\[
\int_0^c |W(r)\,u(r)^2|\,dr\;\le\; w\,R\,u(R)^2\,\frac{(c/R)^{2l+3}}{2l+3}.
\]

The factor \(r^{l+1}\) is the behaviour that the centrifugal term imposes on a regular orbital near the nucleus. The condition on \(g\) says that the rest of the orbital has no sign change and does not fall as \(r\) grows towards \(R\). For a regular solution of the radial Schrödinger equation with \(g\ge 0\), this holds if the channel potential, without its centrifugal term, lies above the orbital energy throughout \((0,R]\), as in a sufficiently repulsive pseudopotential core. It fails if that potential lies below the orbital energy everywhere close to the nucleus, because \(g\) then decreases there. A bare attractive Coulomb nucleus is one case, and a pseudopotential that is finite but sufficiently attractive in the core is another.

The number \(w\) is an energy bounding the residual difference between the potentials. It exists when their singular parts at the nucleus cancel; an uncancelled \(1/r\) or \(1/r^2\) term rules it out.

## Truncating the projectors of a semilocal potential

A semilocal effective core potential has the form

\[
V=V_{\mathrm{loc}}(r)+\sum_{l<L}\bigl(V_l(r)-V_{\mathrm{loc}}(r)\bigr)P_l,
\]

where \(P_l\) projects onto angular momentum \(l\) about the nucleus, \(V_l\) is the potential for that channel, and \(V_{\mathrm{loc}}\) is the common local potential. A code using this form applies \(V_{\mathrm{loc}}\) to every channel with \(l\ge L\). If a separate potential \(V_l\) would have been appropriate there, the residual difference is \(W_l=V_l-V_{\mathrm{loc}}\).

For one-electron radial orbitals \(u_l=r^{l+1}g_l\) that satisfy the conditions above, the bound limits the core part of the first-order energy error from this truncation, once the orbitals are normalised. Semilocal potentials of this form are used in electronic-structure and quantum Monte Carlo calculations, but the conditions exclude many of their channels. When the removed core has no electrons of angular momentum \(l\), the channel potential is often attractive near the nucleus and lies below the orbital energy there. Then \(g_l\) decreases and the bound does not apply. For any finite set \(S\) of channels with \(l\ge L\) that do satisfy the conditions, with common values of \(w\), \(c\) and \(R\),

\[
\sum_{l\in S}\int_0^c |W_l u_l^2|\,dr
\;\le\; w\,R\,\frac{(c/R)^{2L+3}}{2L+3}\sum_{l\in S}u_l(R)^2 .
\]

To evaluate the right-hand side, a program needs \(L\), a common upper bound \(w\) for the \(|W_l|\) on \((0,R]\), the two radii and the orbital values at \(R\). The orbitals need not be normalised. If \(N=\int_0^\infty u^2\,dr\) is finite and positive, dividing both sides of the single-channel bound by \(N\) gives the bound for the normalised orbital, with \(u(R)^2/N\) in place of \(u(R)^2\). In the sum, each channel's terms are divided by that channel's own value of \(N\).

The choice \(R=c\) is allowed. Then \((c/R)^{2l+3}=1\), and only the factor \(1/(2l+3)\) remains. The stronger suppression appears when \(u(R)\) is held fixed at a radius outside the core.

## Deriving the envelope and its integral

Fix \(r\) with \(0<r\le R\). Since \(g\) is nonnegative and nondecreasing, \(0\le g(r)\le g(R)\). Multiplying by \(r^{l+1}\) gives

\[
0\le u(r)\le r^{l+1}g(R)=\left(\frac rR\right)^{l+1}R^{l+1}g(R)
=\left(\frac rR\right)^{l+1}u(R).
\]

Both sides are nonnegative, so squaring preserves the inequality:

\[
u(r)^2\le u(R)^2\left(\frac rR\right)^{2l+2}.
\]

Multiplication by \(|W(r)|\le w\) gives

\[
|W(r)u(r)^2|\le w\,u(R)^2\left(\frac rR\right)^{2l+2}.
\]

The right-hand side is a polynomial in \(r\), hence integrable on \((0,c)\). The function \(Wu^2\) is continuous on \((0,c]\) and its absolute value lies below this envelope, so it is integrable too, even if \(W\) has no limit at the nucleus. The envelope integrates to

\[
\int_0^c\left(\frac rR\right)^{2l+2}dr
=\frac{1}{R^{2l+2}}\,\frac{c^{2l+3}}{2l+3}
=R\,\frac{(c/R)^{2l+3}}{2l+3}.
\]

Multiplying by \(w\,u(R)^2\) proves the single-channel bound.

If \(g\) is a constant and \(W=w\ge 0\), both inequalities used above are equalities, and so is the final bound. No smaller right-hand side depending only on \(l,w,c,R\) and \(u(R)\) can therefore hold for the whole class of orbitals. This case also gives a radial integration routine an exact value to reproduce.

For the sum, put \(x=c/R\), so that \(0<x\le 1\). If \(l\ge L\), then \(x^{2l+3}\le x^{2L+3}\) and \(2l+3\ge 2L+3\), hence

\[
\frac{x^{2l+3}}{2l+3}\le\frac{x^{2L+3}}{2L+3}.
\]

In any channel present, \(w\ge |W_l(R)|\ge 0\), so this inequality can be multiplied by \(w\,R\,u_l(R)^2\). Applying the single-channel bound and adding the results gives the summed bound. For an empty set of channels, both sides are zero.

## Lean file for the single-channel and summed bounds

```lean
import Mathlib

open MeasureTheory Set

namespace SemilocalCentrifugalSuppression

noncomputable section

/-- The radial orbital `u(r) = r^(l+1) g(r)` of angular momentum `l`. -/
def radialOrbital (l : ℕ) (g : ℝ → ℝ) (r : ℝ) : ℝ := r ^ (l + 1) * g r

/-- The absolute integral of `W u²` over the core region from `0` to `c`, where `W` is a
difference of core potentials. -/
def coreError (W u : ℝ → ℝ) (c : ℝ) : ℝ := ∫ r in (0 : ℝ)..c, |W r * u r ^ 2|

/-- Inside radius `R` the radial density is at most its value at `R` times
`(r/R)^(2l+2)`. -/
theorem density_le_envelope (l : ℕ) {g : ℝ → ℝ} {r R : ℝ} (hr : 0 < r) (hrR : r ≤ R)
    (hg0 : ∀ x ∈ Ioc 0 R, 0 ≤ g x) (hgm : MonotoneOn g (Ioc 0 R)) :
    radialOrbital l g r ^ 2 ≤ radialOrbital l g R ^ 2 * (r / R) ^ (2 * l + 2) := by
  have hR : 0 < R := hr.trans_le hrR
  have hg : g r ≤ g R := hgm ⟨hr, hrR⟩ ⟨hR, le_rfl⟩ hrR
  have hgr : 0 ≤ g r := hg0 r ⟨hr, hrR⟩
  have e : ∀ x y : ℝ, (x ^ (l + 1) * y) ^ 2 = y ^ 2 * x ^ (2 * l + 2) := by
    intro x y
    ring
  have hscale : r ^ (l + 1) * g R = (r / R) ^ (l + 1) * radialOrbital l g R := by
    unfold radialOrbital
    rw [div_pow]
    field_simp
  -- replace g(r) by its larger boundary value, then square
  have h1 : radialOrbital l g r ≤ (r / R) ^ (l + 1) * radialOrbital l g R := by
    rw [← hscale]
    exact mul_le_mul_of_nonneg_left hg (pow_nonneg hr.le _)
  have h0 : 0 ≤ radialOrbital l g r := mul_nonneg (pow_nonneg hr.le _) hgr
  rw [← e]
  exact pow_le_pow_left₀ h0 h1 2

/-- The core error density `|W u²|` is bounded by `w u(R)² (r/R)^(2l+2)`. -/
theorem error_density_le (l : ℕ) {g W : ℝ → ℝ} {r R w : ℝ} (hr : 0 < r) (hrR : r ≤ R)
    (hg0 : ∀ x ∈ Ioc 0 R, 0 ≤ g x) (hgm : MonotoneOn g (Ioc 0 R))
    (hW : ∀ x ∈ Ioc 0 R, |W x| ≤ w) :
    |W r * radialOrbital l g r ^ 2| ≤
      w * (radialOrbital l g R ^ 2 * (r / R) ^ (2 * l + 2)) := by
  have hWr := hW r ⟨hr, hrR⟩
  rw [abs_mul, abs_of_nonneg (sq_nonneg (radialOrbital l g r))]
  exact mul_le_mul hWr (density_le_envelope l hr hrR hg0 hgm) (sq_nonneg _)
    ((abs_nonneg _).trans hWr)

/-- The function `W u²` is integrable over the core region, although continuity is assumed
only away from the nucleus. -/
theorem error_integrable (l : ℕ) {g W : ℝ → ℝ} {c R w : ℝ} (hc : 0 < c) (hcR : c ≤ R)
    (hgc : ContinuousOn g (Ioc 0 R)) (hg0 : ∀ x ∈ Ioc 0 R, 0 ≤ g x)
    (hgm : MonotoneOn g (Ioc 0 R)) (hWc : ContinuousOn W (Ioc 0 R))
    (hW : ∀ x ∈ Ioc 0 R, |W x| ≤ w) :
    IntervalIntegrable (fun r => W r * radialOrbital l g r ^ 2) volume 0 c := by
  rw [intervalIntegrable_iff_integrableOn_Ioc_of_le hc.le]
  have hsub : Ioc 0 c ⊆ Ioc 0 R := Ioc_subset_Ioc_right hcR
  have hcont : ContinuousOn (fun r => W r * radialOrbital l g r ^ 2) (Ioc 0 c) := by
    unfold radialOrbital
    exact (hWc.mono hsub).mul
      ((((continuous_id.pow (l + 1)).continuousOn).mul (hgc.mono hsub)).pow 2)
  have henv : Continuous
      (fun r : ℝ => w * (radialOrbital l g R ^ 2 * (r / R) ^ (2 * l + 2))) := by
    fun_prop
  -- a measurable function below an integrable envelope is integrable
  refine Integrable.mono' (henv.integrableOn_Ioc (a := 0) (b := c))
    (hcont.aestronglyMeasurable measurableSet_Ioc) ?_
  refine (ae_restrict_iff' measurableSet_Ioc).2 (Filter.Eventually.of_forall ?_)
  intro r hr
  rw [Real.norm_eq_abs]
  exact error_density_le l hr.1 (hr.2.trans hcR) hg0 hgm hW

/-- The integral over the core of the envelope `w A (r/R)^(2l+2)` in closed form. -/
theorem envelope_integral (l : ℕ) (w A c : ℝ) {R : ℝ} (hR : 0 < R) :
    ∫ r in (0 : ℝ)..c, w * (A * (r / R) ^ (2 * l + 2)) =
      w * R * A * (c / R) ^ (2 * l + 3) / (2 * l + 3) := by
  have h : (fun r : ℝ => w * (A * (r / R) ^ (2 * l + 2))) =
      fun r => (w * A / R ^ (2 * l + 2)) * r ^ (2 * l + 2) := by
    funext r
    rw [div_pow]
    ring
  have hcast : ((2 * l + 2 : ℕ) : ℝ) + 1 = 2 * l + 3 := by
    push_cast
    ring
  have hP : R ^ (2 * l + 3) = R ^ (2 * l + 2) * R := by ring
  have hP0 : R ^ (2 * l + 2) ≠ 0 := pow_ne_zero _ hR.ne'
  have hl : (2 * (l : ℝ) + 3) ≠ 0 := by positivity
  have hc3 : c ^ (2 * l + 2 + 1) = c ^ (2 * l + 3) := by ring
  rw [h, intervalIntegral.integral_const_mul, integral_pow, hcast,
    zero_pow (Nat.succ_ne_zero _), sub_zero, hc3, div_pow, hP]
  generalize R ^ (2 * l + 2) = P at hP0 ⊢
  generalize c ^ (2 * l + 3) = C
  field_simp

/-- Centrifugal suppression: the core error in channel `l` is at most
`w R u(R)² (c/R)^(2l+3) / (2l+3)`. -/
theorem centrifugal_suppression (l : ℕ) {g W : ℝ → ℝ} {c R w : ℝ} (hc : 0 < c)
    (hcR : c ≤ R) (hgc : ContinuousOn g (Ioc 0 R)) (hg0 : ∀ x ∈ Ioc 0 R, 0 ≤ g x)
    (hgm : MonotoneOn g (Ioc 0 R)) (hWc : ContinuousOn W (Ioc 0 R))
    (hW : ∀ x ∈ Ioc 0 R, |W x| ≤ w) :
    coreError W (radialOrbital l g) c ≤
      w * R * radialOrbital l g R ^ 2 * (c / R) ^ (2 * l + 3) / (2 * l + 3) := by
  rw [← envelope_integral l w (radialOrbital l g R ^ 2) c (hc.trans_le hcR)]
  have henv : Continuous
      (fun r : ℝ => w * (radialOrbital l g R ^ 2 * (r / R) ^ (2 * l + 2))) := by
    fun_prop
  refine intervalIntegral.integral_mono_on hc.le
    (error_integrable l hc hcR hgc hg0 hgm hWc hW).abs (henv.intervalIntegrable 0 c) ?_
  intro r hr
  rcases hr.1.eq_or_lt with h | h
  · -- at the nucleus both sides vanish
    rw [← h]
    simp [radialOrbital]
  · exact error_density_le l h (hr.2.trans hcR) hg0 hgm hW

/-- When `g` is a constant `a` and `W` is a constant `w ≥ 0`, the integral `coreError` equals `w R
u(R)² (c/R)^(2l+3) / (2l+3)`. -/
theorem suppression_sharp (l : ℕ) (a c : ℝ) {R w : ℝ} (hR : 0 < R) (hw : 0 ≤ w) :
    coreError (fun _ => w) (radialOrbital l (fun _ => a)) c =
      w * R * radialOrbital l (fun _ => a) R ^ 2 * (c / R) ^ (2 * l + 3) / (2 * l + 3) := by
  rw [← envelope_integral l w _ c hR]
  unfold coreError
  congr 1
  funext r
  have e : ∀ x y : ℝ, (x ^ (l + 1) * y) ^ 2 = y ^ 2 * x ^ (2 * l + 2) := by
    intro x y
    ring
  have hscale : radialOrbital l (fun _ => a) r =
      (r / R) ^ (l + 1) * radialOrbital l (fun _ => a) R := by
    unfold radialOrbital
    rw [div_pow]
    field_simp
  rw [abs_of_nonneg (mul_nonneg hw (sq_nonneg _)), hscale, e]

/-- For finitely many semilocal channels with `l ≥ L`, the summed core error is at most
`w R (c/R)^(2L+3) / (2L+3)` times the summed radial density at `R`. -/
theorem high_channels_suppressed (s : Finset ℕ) (L : ℕ) (hL : ∀ l ∈ s, L ≤ l)
    {g W : ℕ → ℝ → ℝ} {c R w : ℝ} (hc : 0 < c) (hcR : c ≤ R)
    (hgc : ∀ l ∈ s, ContinuousOn (g l) (Ioc 0 R))
    (hg0 : ∀ l ∈ s, ∀ x ∈ Ioc 0 R, 0 ≤ g l x)
    (hgm : ∀ l ∈ s, MonotoneOn (g l) (Ioc 0 R))
    (hWc : ∀ l ∈ s, ContinuousOn (W l) (Ioc 0 R))
    (hW : ∀ l ∈ s, ∀ x ∈ Ioc 0 R, |W l x| ≤ w) :
    ∑ l ∈ s, coreError (W l) (radialOrbital l (g l)) c ≤
      w * R * (c / R) ^ (2 * L + 3) / (2 * L + 3) *
        ∑ l ∈ s, radialOrbital l (g l) R ^ 2 := by
  have hR : 0 < R := hc.trans_le hcR
  rw [Finset.mul_sum]
  refine Finset.sum_le_sum fun l hl => ?_
  have hw : 0 ≤ w := (abs_nonneg _).trans (hW l hl R ⟨hR, le_rfl⟩)
  have hLl : (L : ℝ) ≤ l := by exact_mod_cast hL l hl
  have hx0 : 0 ≤ c / R := by positivity
  have hx1 : c / R ≤ 1 := (div_le_one hR).2 hcR
  have hpow : (c / R) ^ (2 * l + 3) ≤ (c / R) ^ (2 * L + 3) :=
    pow_le_pow_of_le_one hx0 hx1 (by have := hL l hl; omega)
  -- the suppression factor decreases with angular momentum
  have hfac : (c / R) ^ (2 * l + 3) / (2 * (l : ℝ) + 3) ≤
      (c / R) ^ (2 * L + 3) / (2 * (L : ℝ) + 3) :=
    div_le_div₀ (pow_nonneg hx0 _) hpow (by positivity) (by linarith)
  have hpre : 0 ≤ w * R * radialOrbital l (g l) R ^ 2 :=
    mul_nonneg (mul_nonneg hw hR.le) (sq_nonneg _)
  have hmain := centrifugal_suppression l hc hcR (hgc l hl) (hg0 l hl) (hgm l hl)
    (hWc l hl) (hW l hl)
  rw [mul_div_assoc] at hmain
  refine (hmain.trans (mul_le_mul_of_nonneg_left hfac hpre)).trans_eq ?_
  rw [mul_div_assoc]
  generalize (c / R) ^ (2 * L + 3) / (2 * (L : ℝ) + 3) = F
  ring

end

end SemilocalCentrifugalSuppression
```

```lean
#print axioms SemilocalCentrifugalSuppression.centrifugal_suppression
#print axioms SemilocalCentrifugalSuppression.suppression_sharp
#print axioms SemilocalCentrifugalSuppression.high_channels_suppressed
```

```
'SemilocalCentrifugalSuppression.centrifugal_suppression' depends on axioms: [propext, Classical.choice, Quot.sound]
'SemilocalCentrifugalSuppression.suppression_sharp' depends on axioms: [propext, Classical.choice, Quot.sound]
'SemilocalCentrifugalSuppression.high_channels_suppressed' depends on axioms: [propext, Classical.choice, Quot.sound]
```

## The orbital, the core error and their hypotheses in Lean

The definition `radialOrbital l g` is the function \(u(r)=r^{l+1}g(r)\), with `l` a natural number. The definition `coreError W u c` is the integral of \(|Wu^2|\) from \(0\) to \(c\). It contains no angular factor and no extra \(r^2\), because \(u\) is the reduced radial function, whose square is already the radial density.

Both `g` and `W` are real functions on the whole line, but their hypotheses concern only `Ioc 0 R`, the interval \((0,R]\). `ContinuousOn` states continuity there, `MonotoneOn` states that `g` is nondecreasing there, and the remaining conditions give \(g\ge 0\) and \(|W|\le w\). Nothing is assumed about either function at the nucleus.

The theorem `centrifugal_suppression` is the single-channel bound under these hypotheses and \(0<c\le R\). Since Lean assigns the value zero to the integral of a non-integrable function, `error_integrable` matters to its meaning: it shows, under the same hypotheses, that \(Wu^2\) is integrable over the core.

The theorem `suppression_sharp` gives the equality for constant `g` and constant \(W=w\ge 0\). It needs \(R>0\) but places no restriction on the sign of the constant `a` or on `c`. The case that attains the main bound has \(a\ge 0\) and \(0<c\le R\).

In `high_channels_suppressed`, the finite set `s` contains the angular momenta, and `g l` and `W l` are the functions for channel `l`. Each \(l\) contributes one radial orbital, with no factor for its magnetic sublevels or occupation.

## How the lemmas follow the derivation

`density_le_envelope` proves the squared envelope. Its step `hscale` rewrites \(r^{l+1}g(R)\) as \((r/R)^{l+1}u(R)\), `h1` uses monotonicity to bound \(u(r)\), and `h0` supplies the nonnegativity needed for squaring. `error_density_le` then separates the absolute value of the product and multiplies the bounds on \(|W|\) and \(u^2\).

In `error_integrable`, continuity on \((0,c]\) gives measurability, and `Integrable.mono'` compares the function with the continuous envelope. The lemma `envelope_integral` takes the constants outside the integral, applies `integral_pow` and rearranges the powers of \(R\).

The main proof first rewrites its right-hand side as the integral of the envelope. It then uses `intervalIntegral.integral_mono_on`, which compares the integrands on the closed interval \([0,c]\). At \(r=0\) both integrands vanish, whatever values `g` and `W` have there; at every other point `error_density_le` applies.

The equality proof shows that the two integrands agree at every \(r\). In the summed theorem, `hfac` is the comparison of the suppression factors for \(l\) and \(L\), `hmain` is the single-channel theorem, and `Finset.sum_le_sum` adds the channel bounds.

## Core contributions covered by the bound

The integral stops at \(c\). If \(W\) has a tail beyond this radius, as differences of Gaussian-expanded potentials generally do, its contribution needs a separate estimate. The hypothesis \(|W|\le w\) extends to \(R\), but the theorem does not integrate the error between \(c\) and \(R\).

The orbital is given, and its shape is a hypothesis; the file does not solve a Schrödinger equation. For a normalised orbital, the bounded integral also limits the magnitude of the first-order energy change caused by \(W\) inside the core. It does not include the orbital's response to the changed potential, and it is not a bound on a many-electron total energy or on the fixed-node error of a diffusion Monte Carlo calculation.

A small suppression factor also does not make the error small by itself, since \(w\) and \(u(R)^2\) multiply it and may differ between channels. The hypotheses on \(g\) are a separate matter. A program can test them by checking, at its radial grid points with \(0<r\le R\), that \(u(r)/r^{l+1}\) is nonnegative and nondecreasing, after fixing the overall sign of the orbital. A grid check supports the hypothesis numerically but does not establish it between the grid points.
